# The spin-3/2 ground state of three electrons on a four-site ring at infinite U

Put two up electrons and one down electron on a four-site Hubbard ring at infinite U, with hopping amplitude -t and t > 0. The lowest energy is -2t. With electrons ordered by site, its eigenvectors are exactly the nonzero vectors with the same amplitude on every configuration, and these have total spin 3/2. Every other eigenvalue is at least -√3 t, and -√3 t is itself an eigenvalue, so the gap is (2 - √3)t.

This is one small case of Nagaoka ferromagnetism, the full spin polarisation caused by a single hole at infinite U on a large class of lattices. The argument below relies on a feature of the four-site ring and doesn't reach the general theorem.

## Twelve configurations on one cycle

Infinite U forbids double occupancy, so three electrons leave one empty site, the hole. Number the sites 0 to 3. A configuration is fixed by the pair (hole, down spin), which gives 4 · 3 = 12 possibilities. In a hop, a neighbouring electron moves into the hole and keeps its spin. Moving the hole steadily round the ring gives

(0,1) → (1,0) → (2,0) → (3,0) → (0,3) → (1,3) → (2,3) → (3,2) → (0,2) → (1,2) → (2,1) → (3,1) → (0,1).

One turn of the hole permutes the three electrons cyclically, and three turns restore them. All twelve configurations appear once. Each has only two hops, since the hole has two neighbours, and these are the steps forward and back along the list.

With electrons ordered by site, a hop carries a factor -1 for each electron it passes. Bonds 0–1, 1–2 and 2–3 pass none, and bond 3–0 passes two, so every sign is +1. Let φ(k) be the amplitude at position k of the list, with k counted modulo 12, and write the energy as E = -t x. The eigenvalue equation becomes

φ(k+1) + φ(k-1) = x φ(k).

## The possible energies

Take an eigenvector and shift the labels so that φ(7) ≠ 0. Define u_m = φ(7+m) + φ(7-m). Adding the eigenvalue equations at 7+m and 7-m gives

u_(m+1) = x u_m - u_(m-1), with u_0 = 2φ(7) and u_1 = x φ(7).

Hence

u_2 = (x² - 2) φ(7)
u_3 = (x³ - 3x) φ(7)
u_4 = (x⁴ - 4x² + 2) φ(7)
u_5 = (x⁵ - 5x³ + 5x) φ(7)
u_6 = (x⁶ - 6x⁴ + 9x² - 2) φ(7)
u_7 = (x⁷ - 7x⁵ + 14x³ - 7x) φ(7).

By periodicity u_5 = φ(12) + φ(2) and u_7 = φ(14) + φ(0) are both φ(0) + φ(2). Subtracting, and dividing by φ(7),

x⁷ - 8x⁵ + 19x³ - 12x = x(x² - 1)(x² - 3)(x² - 4) = 0.

If x > √3, every factor except x - 2 is positive once x² - 4 is split into (x + 2)(x - 2), so x = 2. Any other eigenvalue therefore has x ≤ √3, which means E ≥ -√3 t.

For x = 2 the equation says φ(k+1) - φ(k) = φ(k) - φ(k-1). The difference is a constant d, and twelve steps return to the start, so 12d = 0 and φ is constant. Conversely, a constant φ satisfies the equation with x = 2. The normalised vector has all amplitudes equal to 1/√12.

For its spin, use S² = S_z(S_z + 1) + S⁻S⁺ with S_z = 1/2. The operator S⁺ raises the down spin, and S⁻ then lowers any one of the three electrons. On the constant vector this gives 3/4 + 3 = 15/4 = (3/2)(5/2), hence spin 3/2.

Finally, φ(k) = 2cos(πk/6) has period 12 and satisfies the equation with x = 2cos(π/6) = √3. Its normalised form is cos(πk/6)/√6.

For a numerical instance, take t = 0.4 eV. The lowest level is -0.8 eV, the next is -0.693 eV, and the gap is 0.107 eV. At k = 0 the standing wave has amplitude 2 and both neighbours have √3, so the Hamiltonian returns -0.4 · 2√3 = -1.386 eV, which is -0.693 eV times 2.

## The model in Lean

```lean
import Mathlib

open Matrix

namespace InfiniteURing

/-- A configuration of two up electrons, one down electron and one hole on four sites:
the site of the hole and the different site of the down spin. -/
abbrev Config := {c : Fin 4 × Fin 4 // c.1 ≠ c.2}

/-- The empty site. -/
abbrev hole (c : Config) : Fin 4 := c.1.1

/-- The site of the down spin. -/
abbrev down (c : Config) : Fin 4 := c.1.2
```

A `Config` is the pair (hole, down spin) with distinct entries. Sites have type `Fin 4`, whose addition wraps round, so `hole c + 1` closes the ring.

```lean
/-- One electron hops into the hole from a neighbouring site of the ring, carrying its spin. -/
abbrev CanHop (c c' : Config) : Prop :=
  (hole c' = hole c + 1 ∨ hole c = hole c' + 1) ∧
    down c' = if down c = hole c' then hole c else down c

/-- The fermionic sign of a hop: a factor -1 for each electron on a site strictly between
the two sites involved, with electrons ordered by site. -/
def hopSign (c c' : Config) : ℤ :=
  (-1) ^ (Finset.univ.filter fun s : Fin 4 =>
    (hole c < s ∧ s < hole c') ∨ (hole c' < s ∧ s < hole c)).card

/-- The infinite-U Hubbard Hamiltonian with hopping amplitude -t in this sector. -/
noncomputable def hamiltonian (t : ℝ) : Matrix Config Config ℝ :=
  Matrix.of fun c c' => if CanHop c c' then -t * (hopSign c c' : ℝ) else 0
```

`CanHop` moves the hole by one site and moves the down spin only if that is the electron that hops. `hopSign` counts all sites strictly between the two ends of the hop, which is right because each of them is occupied. These rules define the Hamiltonian directly in the infinite-U sector; it isn't derived from creation operators or from a limit of finite U.

```lean
/-- The total spin operator S² = S_z(S_z + 1) + S⁻S⁺ at S_z = 1/2; the second term
moves the down spin to each of the occupied sites. -/
noncomputable def totalSpinSq (ψ : Config → ℝ) : Config → ℝ := fun c =>
  3 / 4 * ψ c + ∑ c' ∈ Finset.univ.filter (fun c' : Config => hole c' = hole c), ψ c'
```

Here a wavefunction is a real function on configurations. This loses no eigenvalues, because the Hamiltonian is a real symmetric matrix. The sum in `totalSpinSq` runs over the three configurations with the same hole, as S⁻S⁺ requires.

## The tour and the hopping equation

```lean
/-- The configurations met when the hole travels three times round the ring. -/
def tour (k : ZMod 12) : Config :=
  ⟨((fun j : Fin 12 => (![0, 1, 2, 3, 0, 1, 2, 3, 0, 1, 2, 3] : Fin 12 → Fin 4) j) k,
    (fun j : Fin 12 => (![1, 0, 0, 0, 3, 3, 3, 2, 2, 2, 1, 1] : Fin 12 → Fin 4) j) k),
    by revert k; decide +kernel⟩

/-- The tour visits each configuration exactly once. -/
theorem tour_bijective : Function.Bijective tour :=
  ⟨fun a b => by revert a b; decide +kernel, fun c => by revert c; decide +kernel⟩

/-- Two configurations are joined by a hop exactly when they are neighbours on the tour. -/
theorem canHop_tour : ∀ k l : ZMod 12,
    CanHop (tour k) (tour l) ↔ (l = k + 1 ∨ l = k - 1) := by
  decide +kernel

/-- Every allowed hop has fermionic sign +1. -/
theorem hopSign_eq_one : ∀ c c' : Config, CanHop c c' → hopSign c c' = 1 := by
  decide +kernel
```

`tour` is the list above, indexed by `ZMod 12`. The three theorems state that it visits each configuration once, that hops are exactly its steps by ±1, and that all signs are +1. Each is settled by `decide +kernel`, a check of all cases.

```lean
/-- Along the tour the Hamiltonian is nearest-neighbour hopping on a cycle of twelve points. -/
theorem hamiltonian_tour (t : ℝ) (ψ : Config → ℝ) (k : ZMod 12) :
    (hamiltonian t *ᵥ ψ) (tour k) = -t * (ψ (tour (k + 1)) + ψ (tour (k - 1))) := by
  have entry : ∀ l, hamiltonian t (tour k) (tour l) =
      (if l = k + 1 then -t else 0) + (if l = k - 1 then -t else 0) := by
    intro l
    have hne : ¬(l = k + 1 ∧ l = k - 1) := by revert k l; decide +kernel
    rw [hamiltonian, Matrix.of_apply]
    by_cases hc : CanHop (tour k) (tour l)
    · rw [if_pos hc, hopSign_eq_one _ _ hc]
      rcases (canHop_tour k l).1 hc with h | h
      · rw [if_pos h, if_neg (fun h' => hne ⟨h, h'⟩)]
        norm_num
      · rw [if_neg (fun h' => hne ⟨h', h⟩), if_pos h]
        norm_num
    · rw [if_neg hc, if_neg (fun h => hc ((canHop_tour k l).2 (Or.inl h))),
        if_neg (fun h => hc ((canHop_tour k l).2 (Or.inr h))), add_zero]
  -- relabel the sum over configurations by the tour
  change ∑ c, hamiltonian t (tour k) c * ψ c = _
  rw [← tour_bijective.sum_comp (fun c => hamiltonian t (tour k) c * ψ c)]
  simp only [entry, add_mul, ite_mul, zero_mul, Finset.sum_add_distrib,
    Finset.sum_ite_eq', Finset.mem_univ, if_true]
  ring
```

The fact `entry` gives each matrix element as a sum of two terms, one per neighbour. Bijectivity of the tour then turns the sum over configurations into a sum over positions, where only those two terms survive.

## Recurrence, secular equation and constancy

```lean
/-- Unrolling the cycle turns the hopping equation into a recurrence of period twelve. -/
theorem unroll (φ : ZMod 12 → ℝ) (x : ℝ) (h : ∀ k, φ (k + 1) + φ (k - 1) = x * φ k)
    (k : ZMod 12) :
    (∀ n : ℕ, φ (k + ((n + 2 : ℕ) : ZMod 12)) + φ (k + (n : ZMod 12)) =
      x * φ (k + ((n + 1 : ℕ) : ZMod 12))) ∧
    ∀ n : ℕ, φ (k + ((n + 12 : ℕ) : ZMod 12)) = φ (k + (n : ZMod 12)) := by
  refine ⟨fun n => ?_, fun n => ?_⟩
  · have e1 : k + ((n + 2 : ℕ) : ZMod 12) = k + ((n + 1 : ℕ) : ZMod 12) + 1 := by
      push_cast; ring
    have e2 : k + (n : ZMod 12) = k + ((n + 1 : ℕ) : ZMod 12) - 1 := by
      push_cast; ring
    rw [e1, e2]
    exact h _
  · rw [Nat.cast_add, ZMod.natCast_self, add_zero]

/-- In a hopping recurrence of period twelve, x is a root of this polynomial unless term 7 vanishes.
-/
theorem secular (g : ℕ → ℝ) (x : ℝ) (r : ∀ n, g (n + 2) + g n = x * g (n + 1))
    (p : ∀ n, g (n + 12) = g n) :
    x * (x ^ 2 - 1) * (x ^ 2 - 3) * (x ^ 2 - 4) * g 7 = 0 := by
  have r0 : g 2 + g 0 = x * g 1 := r 0
  have r1 : g 3 + g 1 = x * g 2 := r 1
  have r2 : g 4 + g 2 = x * g 3 := r 2
  have r3 : g 5 + g 3 = x * g 4 := r 3
  have r4 : g 6 + g 4 = x * g 5 := r 4
  have r5 : g 7 + g 5 = x * g 6 := r 5
  have u1 : g 8 + g 6 = x * g 7 := r 6
  have r7 : g 9 + g 7 = x * g 8 := r 7
  have r8 : g 10 + g 8 = x * g 9 := r 8
  have r9 : g 11 + g 9 = x * g 10 := r 9
  have r10 : g 12 + g 10 = x * g 11 := r 10
  have r11 : g 13 + g 11 = x * g 12 := r 11
  have r12 : g 14 + g 12 = x * g 13 := r 12
  have p0 : g 12 = g 0 := p 0
  have p2 : g 14 = g 2 := p 2
  -- sums of terms at equal distance from index 7 are polynomials in x times g 7
  have u2 : g 9 + g 5 = (x ^ 2 - 2) * g 7 := by
    linear_combination r7 + r5 + x * u1
  have u3 : g 10 + g 4 = (x ^ 3 - 3 * x) * g 7 := by
    linear_combination r8 + r4 + x * u2 - u1
  have u4 : g 11 + g 3 = (x ^ 4 - 4 * x ^ 2 + 2) * g 7 := by
    linear_combination r9 + r3 + x * u3 - u2
  have u5 : g 12 + g 2 = (x ^ 5 - 5 * x ^ 3 + 5 * x) * g 7 := by
    linear_combination r10 + r2 + x * u4 - u3
  have u6 : g 13 + g 1 = (x ^ 6 - 6 * x ^ 4 + 9 * x ^ 2 - 2) * g 7 := by
    linear_combination r11 + r1 + x * u5 - u4
  have u7 : g 14 + g 0 = (x ^ 7 - 7 * x ^ 5 + 14 * x ^ 3 - 7 * x) * g 7 := by
    linear_combination r12 + r0 + x * u6 - u5
  linear_combination u5 - u7 + p2 - p0
```

`unroll` reads the cycle from a chosen position k as a sequence g(n) = φ(k+n) over the natural numbers, with period 12. In `secular`, the facts `u1` to `u7` are the sums u_m computed by hand. The first is an instance of the recurrence, and `linear_combination` obtains each later one from the recurrence and the facts before it. The last line subtracts u_7 from u_5 and uses periodicity.

```lean
/-- A sequence of period twelve in which each term after the first is the mean of its neighbours is
constant. -/
theorem flat (g : ℕ → ℝ) (r : ∀ n, g (n + 2) + g n = 2 * g (n + 1))
    (p : ∀ n, g (n + 12) = g n) (n : ℕ) : g n = g 0 := by
  have d : ∀ n, g (n + 1) - g n = g 1 - g 0 := by
    intro n
    induction n with
    | zero => rfl
    | succ n ih =>
      have h : g (n + 1 + 1) + g n = 2 * g (n + 1) := r n
      linarith
  have l : ∀ n : ℕ, g n = g 0 + n * (g 1 - g 0) := by
    intro n
    induction n with
    | zero => simp
    | succ n ih =>
      push_cast
      linear_combination d n + ih
  have z : g 1 - g 0 = 0 := by
    have h := l 12
    have p0 : g 12 = g 0 := p 0
    push_cast at h
    linarith
  have h := l n
  rw [z, mul_zero, add_zero] at h
  exact h
```

`flat` is the case x = 2: `d` shows that the differences are constant, `l` that the sequence is linear, and `z` that periodicity makes the slope zero.

## The ground state and the first excited level

The main theorem assumes t > 0 and has four parts. The constant vector has energy -2t; it has S² = (3/2)(3/2 + 1); every vector satisfying the eigenvalue equation at -2t is constant; and any eigenvalue E other than -2t satisfies -√3 t ≤ E. Only the sector with one down spin is treated.

```lean
/-- For t > 0 the constant vector has energy -2t and total spin 3/2, it spans the eigenspace
of -2t, and every other eigenvalue is at least -√3 t. -/
theorem ferromagnetic_ground_state (t : ℝ) (ht : 0 < t) :
    hamiltonian t *ᵥ (fun _ => 1) = (-2 * t) • (fun _ => (1 : ℝ)) ∧
    totalSpinSq (fun _ => 1) = (3 / 2 * (3 / 2 + 1) : ℝ) • (fun _ => (1 : ℝ)) ∧
    (∀ ψ, hamiltonian t *ᵥ ψ = (-2 * t) • ψ → ∃ a, ψ = fun _ => a) ∧
    ∀ (E : ℝ) (ψ : Config → ℝ), ψ ≠ 0 → hamiltonian t *ᵥ ψ = E • ψ →
      E ≠ -2 * t → -(√3 * t) ≤ E := by
  -- the eigenvalue equation along the tour, with E = -t x
  have key : ∀ (x : ℝ) (ψ : Config → ℝ), hamiltonian t *ᵥ ψ = (-t * x) • ψ →
      ∀ k, ψ (tour (k + 1)) + ψ (tour (k - 1)) = x * ψ (tour k) := by
    intro x ψ h k
    have hk := congrFun h (tour k)
    rw [hamiltonian_tour, Pi.smul_apply, smul_eq_mul, mul_assoc] at hk
    exact mul_left_cancel₀ (neg_ne_zero.2 ht.ne') hk
  refine ⟨?_, ?_, ?_, ?_⟩
  · funext c
    obtain ⟨k, rfl⟩ := tour_bijective.2 c
    rw [hamiltonian_tour]
    simp only [Pi.smul_apply, smul_eq_mul]
    ring
  · funext c
    have hc : (Finset.univ.filter fun c' : Config => hole c' = hole c).card = 3 := by
      revert c; decide +kernel
    simp only [totalSpinSq, Finset.sum_const, hc, Pi.smul_apply, smul_eq_mul, nsmul_eq_mul]
    norm_num
  · intro ψ h
    rw [show -2 * t = -t * 2 by ring] at h
    have hu := unroll (fun k => ψ (tour k)) 2 (key 2 ψ h) 0
    refine ⟨ψ (tour 0), funext fun c => ?_⟩
    obtain ⟨k, rfl⟩ := tour_bijective.2 c
    have hf := flat (fun n : ℕ => ψ (tour (0 + (n : ZMod 12)))) hu.1 hu.2 k.val
    simp only [ZMod.natCast_zmod_val, zero_add, Nat.cast_zero] at hf
    exact hf
  · intro E ψ h0 h hE
    obtain ⟨x, rfl⟩ : ∃ x, E = -t * x := ⟨-E / t, by field_simp⟩
    obtain ⟨c, hc⟩ := Function.ne_iff.1 h0
    obtain ⟨k, rfl⟩ := tour_bijective.2 c
    have hu := unroll (fun k => ψ (tour k)) x (key x ψ h) (k - 7)
    have hs := secular (fun n : ℕ => ψ (tour (k - 7 + (n : ZMod 12)))) x hu.1 hu.2
    have e : k - 7 + ((7 : ℕ) : ZMod 12) = k := by push_cast; ring
    simp only [e] at hs
    have hp := (mul_eq_zero.1 hs).resolve_right hc
    -- the only root above √3 is x = 2
    have hx : x ≤ √3 := by
      by_contra hlt
      have hlt' : √3 < x := lt_of_not_ge hlt
      have x0 : 0 < x := (Real.sqrt_nonneg 3).trans_lt hlt'
      have x3 : 3 < x ^ 2 := Real.lt_sq_of_sqrt_lt hlt'
      have pos : 0 < x * (x ^ 2 - 1) * (x ^ 2 - 3) * (x + 2) :=
        mul_pos (mul_pos (mul_pos x0 (by linarith)) (by linarith)) (by linarith)
      have hq : x * (x ^ 2 - 1) * (x ^ 2 - 3) * (x + 2) * (x - 2) = 0 := by
        linear_combination hp
      have h2 := (mul_eq_zero.1 hq).resolve_left pos.ne'
      exact hE (by linear_combination -t * h2)
    have hm := mul_le_mul_of_nonneg_left hx ht.le
    linarith
```

The fact `key` divides the eigenvalue equation by -t. The first two parts are direct evaluations, and the third applies `flat`. In the fourth, a nonzero vector has a nonzero amplitude at some `tour k`; unrolling from `k - 7` places it at index 7, so `secular` yields the polynomial equation. The sign argument for x > √3 then follows the hand derivation.

```lean
/-- The value -√3 t is an eigenvalue of the Hamiltonian. -/
theorem gap_bound_attained (t : ℝ) :
    ∃ ψ : Config → ℝ, ψ ≠ 0 ∧ hamiltonian t *ᵥ ψ = (-(√3 * t)) • ψ := by
  -- the standing wave 2 cos(πk/6), written as a + b√3 with integer a and b
  obtain ⟨a, b, ha, hb, a0, b0⟩ : ∃ a b : ZMod 12 → ℤ,
      (∀ k, a (k + 1) + a (k - 1) = 3 * b k) ∧ (∀ k, b (k + 1) + b (k - 1) = a k) ∧
      a 0 = 2 ∧ b 0 = 0 :=
    ⟨fun k => (![2, 0, 1, 0, -1, 0, -2, 0, -1, 0, 1, 0] : Fin 12 → ℤ) k,
     fun k => (![0, 1, 0, 0, 0, -1, 0, -1, 0, 0, 0, 1] : Fin 12 → ℤ) k,
     by decide +kernel, by decide +kernel, by decide +kernel, by decide +kernel⟩
  let e := Equiv.ofBijective tour tour_bijective
  let ψ : Config → ℝ := fun c => (a (e.symm c) : ℝ) + (b (e.symm c) : ℝ) * √3
  have hψ : ∀ k, ψ (tour k) = (a k : ℝ) + (b k : ℝ) * √3 := by
    intro k
    have hk : e.symm (tour k) = k := e.symm_apply_apply k
    change (a (e.symm (tour k)) : ℝ) + (b (e.symm (tour k)) : ℝ) * √3 = _
    rw [hk]
  refine ⟨ψ, fun h => ?_, funext fun c => ?_⟩
  · have h1 := congrFun h (tour 0)
    rw [hψ, a0, b0] at h1
    norm_num at h1
  · obtain ⟨k, rfl⟩ := tour_bijective.2 c
    rw [hamiltonian_tour, Pi.smul_apply, smul_eq_mul, hψ, hψ, hψ]
    have hA : (a (k + 1) : ℝ) + a (k - 1) = 3 * b k := by exact_mod_cast ha k
    have hB : (b (k + 1) : ℝ) + b (k - 1) = a k := by exact_mod_cast hb k
    have hs : √3 ^ 2 = (3 : ℝ) := Real.sq_sqrt (by norm_num)
    linear_combination -t * hA - t * √3 * hB + t * (b k : ℝ) * hs

end InfiniteURing
```

This theorem holds for every real t. The standing wave is written as a + b√3 with integer a and b, so the equation splits into two integer identities that are checked position by position. The relation (√3)² = 3 joins them again.

```lean
#print axioms InfiniteURing.ferromagnetic_ground_state
#print axioms InfiniteURing.gap_bound_attained
```

```
'InfiniteURing.ferromagnetic_ground_state' depends on axioms: [propext, Classical.choice, Quot.sound]
'InfiniteURing.gap_bound_attained' depends on axioms: [propext, Classical.choice, Quot.sound]
```

## The same matrix in exact diagonalisation

An exact-diagonalisation program for this sector enumerates the twelve configurations, applies each hop with its fermionic sign and diagonalises the resulting matrix. For this single-hole, infinite-U ring, the levels -2t and -√3 t test only the product of the signs round the tour, so a program that left out every sign would pass too. An error that changes the product does show. If the bond 3–0 wrongly received a factor -1, the tour would cross it three times and pick up a total sign of -1. The lowest energy would then come out as -2t cos(π/12) ≈ -1.932t.

Many programs order all up electrons before all down electrons. This changes the signs of some basis states, so the eigenvalues stay the same, while the ground-state amplitudes keep equal magnitudes but may differ in sign.
